# Poisson weights for column heights sum to one and are non-negative at non-negative coverage

The weight of a column of height h at coverage θ, measured in monolayers, is defined as exp(−θ) θ^h / h!, with h running over all natural numbers. The theorem states that these weights sum to 1 for every real θ, and that each is non-negative when θ ≥ 0. The Poisson form is taken as a definition and is not derived from a growth model. For the sum, the attempt multiplies the exponential series by exp(−θ) and then matches its terms to the definition; non-negativity is left to `positivity`.

The first attempt, which Lean rejects:

```lean
import Mathlib

namespace PoissonDistribution

noncomputable section

/-- Poisson distribution of column heights at coverage `θ ≥ 0`, in monolayers. -/
def poisson (θ : ℝ) (h : ℕ) : ℝ := Real.exp (-θ) * θ ^ h / (h.factorial : ℝ)

/-- The Poisson weights sum to one, and they are non-negative for coverage `θ ≥ 0`. -/
theorem poisson_distribution (θ : ℝ) :
    HasSum (poisson θ) 1 ∧ (0 ≤ θ → ∀ h, 0 ≤ poisson θ h) := by
  constructor
  · have h := (NormedSpace.expSeries_div_hasSum_exp θ).mul_left (Real.exp (-θ))
    rw [← Real.exp_eq_exp_ℝ, ← Real.exp_add, neg_add_cancel, Real.exp_zero] at h
    convert h using 1
    ext k
    simp only [poisson]
    ring
  · intro hθ h
    unfold poisson
    positivity

end

end PoissonDistribution
```

Compiling this gives:

```
Try this:
  [apply] ring_nf
  
  The `ring` tactic failed to close the goal. Use `ring_nf` to obtain a normal form.
    
  Note that `ring` works primarily in *commutative* rings. If you have a noncommutative ring, abelian group or module, consider using `noncomm_ring`, `abel` or `module` instead.
Main.lean:14:2: error: unsolved goals
case e'_5
θ : ℝ
h : HasSum (fun i => Real.exp (-θ) * (θ ^ i / ↑i.factorial)) 1
⊢ poisson θ = fun i => θ ^ i * Real.exp (-θ) * (↑i.factorial)⁻¹
Main.lean:18:15: warning: This simp argument is unused:
  poisson

Hint: Omit it from the simp argument list.
  [apply] simp only

Note: This linter can be disabled with `set_option linter.unusedSimpArgs false`
```

The change, after which it compiles:

```diff
@@ -14,8 +14,10 @@
   · have h := (NormedSpace.expSeries_div_hasSum_exp θ).mul_left (Real.exp (-θ))
     rw [← Real.exp_eq_exp_ℝ, ← Real.exp_add, neg_add_cancel, Real.exp_zero] at h
-    convert h using 1
-    ext k
-    simp only [poisson]
-    ring
+    have e : poisson θ = fun k : ℕ => Real.exp (-θ) * (θ ^ k / (k.factorial : ℝ)) := by
+      funext k
+      simp only [poisson]
+      ring
+    rw [e]
+    exact h
   · intro hθ h
     unfold poisson
```

Cause. The error leaves an equality of functions, with `poisson` still folded and no `k` in context, so `ext k` never acted on it. `convert h using 1` must have produced another goal first. Lean does not print that goal, but the label `e'_5` and the repair suggest an equality between two instances of a structure on ℝ. `ext k` and `simp only [poisson]` were spent there, which is why Lean calls the `poisson` argument unused. `ring` then met the function equality, where it could only rearrange the right-hand side. The suggested `ring_nf` would not help, since it does not unfold `poisson` either.

The repair states the function equality separately as `e`. Now `funext k` applies to it, `simp only [poisson]` unfolds the weight at `k`, and `ring` closes the algebra. `rw [e]` puts the series into the goal, and `exact h` closes it, accepting instances that agree by definition without raising a separate goal.
